# Above the band of a hypercubic hopping lattice, each direction has one fastest-decaying real exponential

## The axis rate fails on the diagonal

Consider a particle on the square lattice whose Hamiltonian has the matrix element $+t$, with $t>0$, between nearest neighbours and no other terms. Take the energy $E=5t$; the top of the band is at $4t$. Along a lattice axis, the fastest-decaying real exponential solution shrinks by a factor 0.382 per site. A diagonal neighbour is two hops away, so an estimate that charges this factor for every hop predicts $0.382^2\approx0.146$ per diagonal step. No real exponential solution decays that fast along the diagonal: the best factor is 0.25. After ten diagonal steps the estimate is too small by a factor of more than 200, and a cutoff distance along the diagonal based on it is too short.

The error lies in treating the components of the decay vector as independent. The Schrödinger equation ties them together, and the best compromise depends on the direction.

## Exponentials at an energy above the band

Let $H$ act on real functions on $\mathbb Z^d$ by

$$(H\psi)(x)=t\sum_i\big[\psi(x+e_i)+\psi(x-e_i)\big],$$

where $e_i$ is the unit step along axis $i$. The band of $H$ is $[-2dt,2dt]$. For a real decay vector $k$ put $\psi_k(x)=e^{-k\cdot x}$. Such a function grows in the direction opposite to its decay, so it is not a normalisable state. It describes an evanescent wave, for instance one that enters a half-space.

For a direction $a\neq0$, a displacement by $a$ costs the factor $e^{-a\cdot k}$, so the fastest decay along $a$ belongs to the largest $a\cdot k$ among the allowed $k$. In this non-interacting one-band model that maximum is also the rate at which the resolvent $(E-H)^{-1}$ falls off along $a$, which follows from a saddle-point argument that the theorems below do not contain.

## What is proved

For $t>0$, the function $\psi_k$ solves $H\psi=E\psi$ exactly when

$$\sum_i\cosh k_i=\frac{E}{2t}.$$

If $E>2dt$ and $a\ne0$, exactly one allowed vector $p$ maximises $a\cdot k$, and $\sinh p_i=\mu a_i$ for some $\mu>0$. On the square lattice, with components $k_0,k_1$ and $E>4t$:

- the largest $k_0$ is attained only at $k_1=0$, where $\cosh k_0=E/(2t)-1$ and $k_0>0$;
- the largest $k_0+k_1$ is attained only at $k_0=k_1>0$, where $\cosh k_0=E/(4t)$.

In the Lean file, a lattice site is a function `ι → ℤ` on a finite set `ι` of axes, so the dimension $d$ is `Fintype.card ι`. The operator $H$ is `hopping t`, the exponential $\psi_k$ is `expWave k`, and `decaySet ι t E` is the set of allowed $k$. That set is defined by the Schrödinger equation itself, and the cosh relation is a theorem about it. The function `rate` sends a number $b\ge1$ to $\log(b+\sqrt{b^2-1})$, which is the $\kappa\ge0$ with $\cosh\kappa=b$. The square lattice is `Fin 2`, and the components of a decay vector are then `k 0` and `k 1`.

The sign convention is $H=+t\times$ adjacency. With the common choice $-t$, the same exponentials belong to the energy $-E$, below the band. The model has a single orbital per site, equal hopping along all axes, no boundary and no disorder. Only real $k$ are considered, so exponentials with an oscillating factor are left out. Some of those decay faster: on the square lattice, $(-1)^{x_1}e^{-\kappa x_0}$ is a solution when $\cosh\kappa=E/(2t)+1$.

## Derivation

**The cosh relation.** A step forward along axis $i$ multiplies $\psi_k$ by $e^{-k_i}$, and a step back multiplies it by $e^{k_i}$. Hence

$$H\psi_k=t\sum_i\big(e^{-k_i}+e^{k_i}\big)\psi_k=2t\Big(\sum_i\cosh k_i\Big)\psi_k .$$

Since $\psi_k$ vanishes nowhere, this equals $E\psi_k$ exactly when $\sum_i\cosh k_i=c$, with $c=E/(2t)$.

**A tangent inequality.** For real $u\neq0$ we have $e^u>1+u$. Let $q\neq r$ be real numbers. Use the inequality with $u=q-r$, multiplied by $e^{r}/2$, and with $u=r-q$, multiplied by $e^{-r}/2$. The sum of the two is

$$\cosh q>\cosh r+\sinh r\,(q-r).$$

**The maximiser is strict.** Suppose $p$ is allowed and $\sinh p_i=\mu a_i$ with $\mu>0$, which is the Lagrange condition for maximising $a\cdot k$ under the cosh constraint. Let $k\neq p$ also be allowed. Summing the tangent inequality over the axes, with equality on those where $k_i=p_i$, gives

$$c=\sum_i\cosh k_i>\sum_i\cosh p_i+\mu\,(a\cdot k-a\cdot p)=c+\mu\,(a\cdot k-a\cdot p).$$

Therefore $a\cdot k<a\cdot p$.

**Such a point exists.** Set $p_i=\operatorname{arsinh}(\mu a_i)$. Then $\cosh p_i=\sqrt{1+\mu^2a_i^2}$, and $p$ is allowed when

$$f(\mu)=\sum_i\sqrt{1+\mu^2a_i^2}=c.$$

The function $f$ is continuous and $f(0)=d<c$. Choose $j$ with $a_j\neq0$ and put $M=c/|a_j|$. The term $i=j$ alone gives $f(M)\ge M|a_j|=c$. By the intermediate value theorem $f(\mu)=c$ for some $\mu\in[0,M]$, and $\mu\ne0$ because $f(0)<c$.

**The square lattice.** For $a=(1,0)$ the condition reads $\sinh p_1=0$, so $p_1=0$ and $\cosh p_0=c-1$. For $a=(1,1)$ it reads $\sinh p_0=\sinh p_1$, so $p_0=p_1$ and $\cosh p_0=c/2=E/(4t)$. When $E>4t$ both right-hand sides exceed 1. To solve $\cosh\kappa=b$ for $b>1$, put $s=\sqrt{b^2-1}$ and $\kappa=\log(b+s)$. Since $(b+s)(b-s)=1$, we get $\cosh\kappa=\tfrac12[(b+s)+(b-s)]=b$, and $\kappa>0$ because $b+s>1$.

## The case $E=5t$ in numbers

Here $c=5/2$. On the diagonal $\cosh p_0=5/4$, so $p_0=p_1=\log(5/4+3/4)=\log2$ and the solution is $2^{-(x_0+x_1)}$. Two neighbours of a site carry half its value and two carry double, so $H$ multiplies the function by $t(1+4)=5t$, as required. One diagonal step costs a factor $1/4$.

On the axis $\cosh p_0=3/2$, so $e^{p_0}=(3+\sqrt5)/2\approx2.618$ and $p_0\approx0.962$. The neighbours along axis 0 contribute $2.618+0.382=3$ and the two sideways neighbours contribute 2, which again gives $5t$.

Using the axis rate in both components would give $t(3+3)=6t$, a solution at the wrong energy. Per unit of Euclidean length, the largest decay rate of a real exponential solution is 0.962 along the axis and $2\log2/\sqrt2\approx0.980$ along the diagonal.

## The Lean file

```lean
import Mathlib

open Finset

namespace LatticeDecayAnisotropy

noncomputable section

variable {ι : Type*} [Fintype ι] [DecidableEq ι]

/-- The hopping Hamiltonian on the hypercubic lattice: `t` times the sum over nearest neighbours. -/
def hopping (t : ℝ) (ψ : (ι → ℤ) → ℝ) : (ι → ℤ) → ℝ := fun x =>
  t * ∑ i, (ψ (x + Pi.single i (1 : ℤ)) + ψ (x - Pi.single i (1 : ℤ)))

/-- The real exponential `exp (-k·x)` on the lattice, with decay vector `k`. -/
def expWave (k : ι → ℝ) : (ι → ℤ) → ℝ := fun x => Real.exp (-∑ i, k i * (x i : ℝ))

/-- The decay vectors `k` whose exponential solves the Schrödinger equation at energy `E`. -/
def decaySet (ι : Type*) [Fintype ι] [DecidableEq ι] (t E : ℝ) : Set (ι → ℝ) :=
  {k | hopping t (expWave k) = E • expWave k}

/-- The rate `log (c + √(c² - 1))`; for `c ≥ 1` this is the inverse hyperbolic cosine of `c`. -/
def rate (c : ℝ) : ℝ := Real.log (c + √(c ^ 2 - 1))

/-- For `c > 1` the rate is positive and its hyperbolic cosine is `c`. -/
theorem cosh_rate {c : ℝ} (hc : 1 < c) : 0 < rate c ∧ Real.cosh (rate c) = c := by
  have hs : √(c ^ 2 - 1) ^ 2 = c ^ 2 - 1 := Real.sq_sqrt (by nlinarith)
  have h0 : 0 ≤ √(c ^ 2 - 1) := Real.sqrt_nonneg _
  refine ⟨Real.log_pos (by linarith), ?_⟩
  have hinv : (c + √(c ^ 2 - 1))⁻¹ = c - √(c ^ 2 - 1) :=
    inv_eq_of_mul_eq_one_right (by linear_combination -hs)
  rw [rate, Real.cosh_eq, Real.exp_neg, Real.exp_log (by linarith), hinv]
  ring

/-- The Hamiltonian multiplies the exponential with decay vector `k` by `2t ∑ cosh k_i`. -/
theorem hopping_expWave (t : ℝ) (k : ι → ℝ) :
    hopping t (expWave k) = (2 * t * ∑ i, Real.cosh (k i)) • expWave k := by
  funext x
  -- a step along axis `i` costs a factor `exp (-k i)`, a step back gains `exp (k i)`
  have hf : ∀ i, expWave k (x + Pi.single i (1 : ℤ)) = Real.exp (-k i) * expWave k x := by
    intro i
    have h : ∑ j, k j * (((x + Pi.single i (1 : ℤ) : ι → ℤ) j : ℤ) : ℝ)
        = ∑ j, k j * (x j : ℝ) + k i := by
      simp [Pi.single_apply, mul_add, Finset.sum_add_distrib]
    simp only [expWave]
    rw [h, ← Real.exp_add]
    congr 1
    ring
  have hb : ∀ i, expWave k (x - Pi.single i (1 : ℤ)) = Real.exp (k i) * expWave k x := by
    intro i
    have h : ∑ j, k j * (((x - Pi.single i (1 : ℤ) : ι → ℤ) j : ℤ) : ℝ)
        = ∑ j, k j * (x j : ℝ) - k i := by
      simp [Pi.single_apply, mul_sub, Finset.sum_sub_distrib]
    simp only [expWave]
    rw [h, ← Real.exp_add]
    congr 1
    ring
  have hsum : ∑ i, (Real.exp (-k i) * expWave k x + Real.exp (k i) * expWave k x)
      = 2 * (∑ i, Real.cosh (k i)) * expWave k x := by
    rw [Finset.mul_sum, Finset.sum_mul]
    refine Finset.sum_congr rfl fun i _ => ?_
    rw [Real.cosh_eq]
    ring
  simp only [hopping, hf, hb, Pi.smul_apply, smul_eq_mul]
  rw [hsum]
  ring

/-- For `t > 0`, the exponential with decay vector `k` solves `Hψ = Eψ` exactly when `∑ cosh k_i = E
/ (2t)`. -/
theorem mem_decaySet_iff {t : ℝ} (ht : 0 < t) (E : ℝ) (k : ι → ℝ) :
    k ∈ decaySet ι t E ↔ ∑ i, Real.cosh (k i) = E / (2 * t) := by
  rw [eq_div_iff (by positivity : 2 * t ≠ 0)]
  change hopping t (expWave k) = E • expWave k ↔ _
  rw [hopping_expWave]
  constructor
  · intro h
    have h0 := congrFun h 0
    simp only [Pi.smul_apply, smul_eq_mul] at h0
    have hne : expWave k 0 ≠ 0 := (Real.exp_pos _).ne'
    have h1 := mul_right_cancel₀ hne h0
    linarith
  · intro h
    rw [← h, mul_comm (2 * t)]

/-- The hyperbolic cosine lies strictly above each of its tangents away from the point of
contact. -/
theorem cosh_tangent_lt {p k : ℝ} (h : k ≠ p) :
    Real.cosh p + Real.sinh p * (k - p) < Real.cosh k := by
  have h1 := Real.add_one_lt_exp (sub_ne_zero.mpr h)
  have h2 := Real.add_one_lt_exp (sub_ne_zero.mpr h.symm)
  have e1 : Real.exp k = Real.exp p * Real.exp (k - p) := by
    rw [← Real.exp_add]; congr 1; ring
  have e2 : Real.exp (-k) = Real.exp (-p) * Real.exp (p - k) := by
    rw [← Real.exp_add]; congr 1; ring
  have m1 := mul_lt_mul_of_pos_left h1 (Real.exp_pos p)
  have m2 := mul_lt_mul_of_pos_left h2 (Real.exp_pos (-p))
  rw [Real.cosh_eq, Real.cosh_eq, Real.sinh_eq, e1, e2]
  linarith

/-- Let `t > 0`. If `sinh p_i = μ a_i` with `μ > 0` at an allowed decay vector `p`, then every other
allowed decay vector `k` has `a·k` strictly smaller than `a·p`. -/
theorem directional_lt {t E μ : ℝ} (ht : 0 < t) (hμ : 0 < μ) {a p k : ι → ℝ}
    (hp : p ∈ decaySet ι t E) (hs : ∀ i, Real.sinh (p i) = μ * a i)
    (hk : k ∈ decaySet ι t E) (hne : k ≠ p) :
    ∑ i, a i * k i < ∑ i, a i * p i := by
  rw [mem_decaySet_iff ht] at hp hk
  obtain ⟨j, hj⟩ := Function.ne_iff.mp hne
  -- add up the tangent inequalities at `p`
  have hlt : ∑ i, (Real.cosh (p i) + Real.sinh (p i) * (k i - p i))
      < ∑ i, Real.cosh (k i) := by
    refine Finset.sum_lt_sum (fun i _ => ?_) ⟨j, Finset.mem_univ j, cosh_tangent_lt hj⟩
    by_cases h : k i = p i
    · simp [h]
    · exact (cosh_tangent_lt h).le
  have hlin : ∑ i, Real.sinh (p i) * (k i - p i)
      = μ * (∑ i, a i * k i - ∑ i, a i * p i) := by
    rw [← Finset.sum_sub_distrib, Finset.mul_sum]
    refine Finset.sum_congr rfl fun i _ => ?_
    rw [hs i]
    ring
  rw [Finset.sum_add_distrib, hlin, hp, hk] at hlt
  by_contra hcon
  have := mul_nonneg hμ.le (sub_nonneg.mpr (not_lt.mp hcon))
  linarith

/-- For `t > 0`, an energy above `2dt` on the `d`-dimensional lattice and any `a ≠ 0`, exactly one
allowed decay vector `p` maximises `a·k`, and there `sinh p_i` is proportional to `a_i`. -/
theorem exists_directional_max {t E : ℝ} (ht : 0 < t) (hE : 2 * t * Fintype.card ι < E)
    {a : ι → ℝ} (ha : a ≠ 0) :
    ∃ p ∈ decaySet ι t E, (∃ μ > 0, ∀ i, Real.sinh (p i) = μ * a i) ∧
      ∀ k ∈ decaySet ι t E, k ≠ p → ∑ i, a i * k i < ∑ i, a i * p i := by
  obtain ⟨j, hj⟩ := Function.ne_iff.mp ha
  have hj' : 0 < |a j| := abs_pos.mpr hj
  have hc : (Fintype.card ι : ℝ) < E / (2 * t) := by
    rw [lt_div_iff₀ (by positivity)]
    linarith
  have hc0 : 0 ≤ E / (2 * t) := (Nat.cast_nonneg _).trans hc.le
  let f : ℝ → ℝ := fun μ => ∑ i, √(1 + (μ * a i) ^ 2)
  have hf : Continuous f := by
    unfold f
    fun_prop
  have hf0 : f 0 = Fintype.card ι := by simp [f]
  have hM : 0 ≤ E / (2 * t) / |a j| := div_nonneg hc0 hj'.le
  have hfM : E / (2 * t) ≤ f (E / (2 * t) / |a j|) := by
    have h1 : |E / (2 * t) / |a j| * a j| = E / (2 * t) := by
      rw [abs_mul, abs_of_nonneg hM, div_mul_cancel₀ _ hj'.ne']
    have h2 : |E / (2 * t) / |a j| * a j| ≤ √(1 + (E / (2 * t) / |a j| * a j) ^ 2) :=
      Real.abs_le_sqrt (by linarith)
    rw [h1] at h2
    exact h2.trans (Finset.single_le_sum
      (f := fun i => √(1 + (E / (2 * t) / |a j| * a i) ^ 2))
      (fun i _ => Real.sqrt_nonneg _) (Finset.mem_univ j))
  -- the multiplier is found by the intermediate value theorem
  obtain ⟨μ, hμ, hfμ⟩ := intermediate_value_Icc hM hf.continuousOn
    (show E / (2 * t) ∈ Set.Icc (f 0) (f (E / (2 * t) / |a j|)) from
      ⟨by rw [hf0]; exact hc.le, hfM⟩)
  have hμ0 : 0 < μ := by
    refine lt_of_le_of_ne hμ.1 fun h => ?_
    rw [← h, hf0] at hfμ
    exact hc.ne hfμ
  have hs : ∀ i, Real.sinh (Real.arsinh (μ * a i)) = μ * a i := fun i => Real.sinh_arsinh _
  have hp : (fun i => Real.arsinh (μ * a i)) ∈ decaySet ι t E := by
    rw [mem_decaySet_iff ht]
    simp only [Real.cosh_arsinh]
    exact hfμ
  exact ⟨_, hp, ⟨μ, hμ0, hs⟩, fun k hk hne => directional_lt ht hμ0 hp hs hk hne⟩

/-- On the square lattice with `t > 0` and `E > 4t`, the largest `k 0` among the allowed decay
vectors is `rate (E/(2t) - 1)`, attained only by the vector with `k 1 = 0`. -/
theorem square_axis_max {t E : ℝ} (ht : 0 < t) (hE : 4 * t < E) :
    ![rate (E / (2 * t) - 1), 0] ∈ decaySet (Fin 2) t E ∧
      ∀ k ∈ decaySet (Fin 2) t E, k ≠ ![rate (E / (2 * t) - 1), 0] →
        k 0 < rate (E / (2 * t) - 1) := by
  have hc : 2 < E / (2 * t) := by
    rw [lt_div_iff₀ (by positivity)]
    linarith
  obtain ⟨hpos, hcosh⟩ := cosh_rate (show 1 < E / (2 * t) - 1 by linarith)
  have hp : ![rate (E / (2 * t) - 1), 0] ∈ decaySet (Fin 2) t E := by
    rw [mem_decaySet_iff ht]
    simp [Fin.sum_univ_two, hcosh]
  refine ⟨hp, fun k hk hne => ?_⟩
  have h := directional_lt (a := ![1, 0]) ht (Real.sinh_pos_iff.mpr hpos) hp
    (by intro i; fin_cases i <;> simp) hk hne
  simpa [Fin.sum_univ_two] using h

/-- On the square lattice with `t > 0` and `E > 4t`, the largest `k 0 + k 1` among the allowed decay
vectors is attained only by the vector with both components equal to `rate (E/(4t))`. -/
theorem square_diagonal_max {t E : ℝ} (ht : 0 < t) (hE : 4 * t < E) :
    ![rate (E / (4 * t)), rate (E / (4 * t))] ∈ decaySet (Fin 2) t E ∧
      ∀ k ∈ decaySet (Fin 2) t E, k ≠ ![rate (E / (4 * t)), rate (E / (4 * t))] →
        k 0 + k 1 < 2 * rate (E / (4 * t)) := by
  have hc : 1 < E / (4 * t) := by
    rw [lt_div_iff₀ (by positivity)]
    linarith
  obtain ⟨hpos, hcosh⟩ := cosh_rate hc
  have hp : ![rate (E / (4 * t)), rate (E / (4 * t))] ∈ decaySet (Fin 2) t E := by
    rw [mem_decaySet_iff ht, Fin.sum_univ_two]
    change Real.cosh (rate (E / (4 * t))) + Real.cosh (rate (E / (4 * t))) = _
    rw [hcosh]
    ring
  refine ⟨hp, fun k hk hne => ?_⟩
  have h := directional_lt (a := ![1, 1]) ht (Real.sinh_pos_iff.mpr hpos) hp
    (by intro i; fin_cases i <;> simp) hk hne
  have h' : k 0 + k 1 < rate (E / (4 * t)) + rate (E / (4 * t)) := by
    simpa [Fin.sum_univ_two] using h
  linarith

end

end LatticeDecayAnisotropy
```

```lean
#print axioms LatticeDecayAnisotropy.exists_directional_max
#print axioms LatticeDecayAnisotropy.square_axis_max
#print axioms LatticeDecayAnisotropy.square_diagonal_max
```

```
'LatticeDecayAnisotropy.exists_directional_max' depends on axioms: [propext, Classical.choice, Quot.sound]
'LatticeDecayAnisotropy.square_axis_max' depends on axioms: [propext, Classical.choice, Quot.sound]
'LatticeDecayAnisotropy.square_diagonal_max' depends on axioms: [propext, Classical.choice, Quot.sound]
```

## How the proof follows the derivation

`cosh_rate` proves the formula for $\kappa$. Its step `hinv` is the identity $(b+s)^{-1}=b-s$, which turns the definition of cosh into the half-sum above.

`hopping_expWave` is the shift computation. The facts `hf` and `hb` are the forward and backward steps, and `hsum` collects the pairs of exponentials into hyperbolic cosines. `mem_decaySet_iff` then compares the two multiples of the exponential. An equality of functions is evaluated at the origin by `congrFun h 0`, and the nonzero value of the exponential there is cancelled.

`cosh_tangent_lt` uses `Real.add_one_lt_exp` twice, once for each sign of the difference, and scales the results by the two positive exponentials.

`directional_lt` carries the optimisation. Two different vectors differ in at least one component `j`. `Finset.sum_lt_sum` needs exactly this: a weak inequality for every axis and a strict one for some axis. The step `hlin` replaces $\sinh p_i$ by $\mu a_i$ and recognises $\mu(a\cdot k-a\cdot p)$. Assuming $a\cdot k\ge a\cdot p$ then contradicts the summed inequality.

`exists_directional_max` supplies the multiplier. The facts `hf0` and `hfM` are the two endpoint estimates for $f$, `intermediate_value_Icc` produces $\mu$, and `hμ0` excludes $\mu=0$. Mathlib's `Real.cosh_arsinh` shows that the resulting vector is allowed, and `directional_lt` gives the strict maximum, hence uniqueness.

The two square-lattice theorems, `square_axis_max` and `square_diagonal_max`, do not need the intermediate value theorem, because their maximisers are explicit. Each first checks that its vector lies in `decaySet`, and then applies `directional_lt` with `a := ![1, 0]` or `a := ![1, 1]`. The multiplier is $\mu=\sinh\kappa$, with $\kappa$ the rate in question, and it is positive because $\kappa$ is.
